# Positive definite damping and stiffness keep the poles of coupled oscillators below the real axis

Drive a set of coupled, damped oscillators at frequency $\omega$, and the displacement follows from a linear solve. Could that solve become singular at some real $\omega$, or could the free motion grow instead of decaying? For finitely many coordinates $x$ under a driving force $F$, with constant real symmetric matrices $M$ (mass), $G$ (damping) and $K$ (stiffness), the equation of motion is

$$M\ddot x+G\dot x+Kx=F .$$

With time dependence $e^{-\mathrm{i}zt}$, the matrix to invert is

$$D(z)=K-z^2M-\mathrm{i}zG .$$

## Where the roots of the determinant lie

Let $M$ be positive semidefinite, and $G$ and $K$ positive definite. Physically, kinetic energy is never negative (massless coordinates are allowed), every motion dissipates energy, and every displacement costs elastic energy. Then

$$\det D(z)=0\quad\Rightarrow\quad \operatorname{Im}z<0\ \text{ and }\ \det D(-\bar z)=0 .$$

Since $|e^{-\mathrm{i}zt}|=e^{t\operatorname{Im}z}$, a free motion $v\,e^{-\mathrm{i}zt}$ at such a root decays. Moreover, $D(z)^{-1}$ exists and is complex differentiable at every $z$ with $\operatorname{Im}z\ge 0$.

There is also a decay bound. If $M$ is positive definite, $K$ symmetric and $G-\gamma M$ positive semidefinite for a real $\gamma$, every root with $\operatorname{Re}z\neq0$ satisfies $\operatorname{Im}z\le-\gamma/2$.

## Frequency sweeps and mode solvers

A frequency sweep solves $D(\omega)x=F$ on a real grid, where $x$ and $F$ now stand for the complex amplitudes of displacement and force. If $M$ is positive semidefinite and $G$ and $K$ are positive definite, no grid point is singular, though weak damping can still make the solve ill-conditioned. For optical response, this covers those polarisability models built from finitely many classical oscillators with frequency-independent damping whose matrices satisfy the same hypotheses.

A mode solver for invertible $M$ can obtain the roots from the first-order matrix

$$\begin{pmatrix}0&1\\-M^{-1}K&-M^{-1}G\end{pmatrix},$$

whose eigenvalues $s$ give $z=\mathrm{i}s$. The test is then $\operatorname{Re}s<0$, with the eigenvalues closed under conjugation. A violation beyond rounding error means that the input matrices miss a hypothesis (an indefinite stiffness matrix, for example) or that the code contains an error, such as a wrong sign. In a code that uses $e^{+\mathrm{i}zt}$, the damping term changes sign and the poles move to the upper half plane.

## From a null vector to two real equations

Write $v=x+\mathrm{i}y$, where the real vectors $x$ and $y$ now denote the real and imaginary parts of $v$. For real symmetric $A$,

$$v^\dagger Av=x\cdot Ax+y\cdot Ay+\mathrm{i}(x\cdot Ay-y\cdot Ax)=x\cdot Ax+y\cdot Ay,$$

which is real, and positive if $A$ is positive definite and $v\ne0$.

If $\det D(z)=0$, some $v\neq0$ has $D(z)v=0$. Let $m,g,k$ be the values of $v^\dagger Av$ for $A=M,G,K$, so that $m\ge0$ and $g,k>0$. Multiplying by $v^\dagger$ gives $k-z^2m-\mathrm{i}zg=0$. With $z=a+\mathrm{i}b$, the real and imaginary parts are

$$k-(a^2-b^2)m+bg=0,\qquad a(2bm+g)=0 .$$

- If $a=0$, then $k+b^2m+bg=0$. For $b\ge0$ the left side is at least $k>0$, so $b<0$.
- If $a\ne0$, then $2bm+g=0$. For $b\ge0$ the left side is at least $g>0$, so again $b<0$.

For the mirror root, $(-\bar z)^2=\overline{z^2}$ and $\mathrm{i}(-\bar z)=\overline{\mathrm{i}z}$. Every entry of $D(-\bar z)$ is therefore the conjugate of the entry of $D(z)$, and so is the determinant.

For the decay bound, $a\neq0$ gives $2bm+g=0$, while $g\ge\gamma m$. Thus $(2b+\gamma)m\le0$, and $m>0$ yields $b\le-\gamma/2$.

For the response, Cramer's rule gives $(D^{-1})_{ij}=(\operatorname{adj}D)_{ij}/\det D$. Numerator and denominator are polynomials in $z$, so the quotient is differentiable wherever $\det D\ne0$.

Semidefinite damping does not suffice. If a real $v\ne0$ satisfies $Kv=w^2Mv$ and $Gv=0$ with $w$ real, then $D(w)v=Kv-w^2Mv-\mathrm{i}wGv=0$, a root on the real axis. A damper that acts only on the relative motion of two identical oscillators leaves their in-phase mode in this state.

## The Lean file

```lean
import Mathlib

open Matrix ComplexConjugate

namespace DampedOscillators

noncomputable section

variable {n : Type*} [Fintype n]

/-- The quadratic form of a real matrix `A` on a complex displacement `v = x + i y`,
namely `x · A x + y · A y`. -/
def quadForm (A : Matrix n n ℝ) (v : n → ℂ) : ℝ :=
  (fun i => (v i).re) ⬝ᵥ (A *ᵥ fun i => (v i).re) +
    (fun i => (v i).im) ⬝ᵥ (A *ᵥ fun i => (v i).im)

/-- The dynamic matrix `K - z² M - i z G` of coupled oscillators with mass matrix `M`,
damping matrix `G` and stiffness matrix `K` at complex frequency `z`. -/
def dynamicMatrix (M G K : Matrix n n ℝ) (z : ℂ) : Matrix n n ℂ :=
  K.map Complex.ofReal - z ^ 2 • M.map Complex.ofReal - (Complex.I * z) • G.map Complex.ofReal

/-- For a real symmetric matrix the expectation value `v† A v` is real and equals the
quadratic form of `A` on `v`. -/
theorem star_dotProduct_eq_quadForm {A : Matrix n n ℝ} (hA : A.IsHermitian) (v : n → ℂ) :
    star v ⬝ᵥ (A.map Complex.ofReal *ᵥ v) = (quadForm A v : ℂ) := by
  have hs : ∀ i j, A j i = A i j := fun i j => by simpa using hA.apply i j
  apply Complex.ext
  · simp only [quadForm, Matrix.mulVec, dotProduct, Pi.star_apply, Matrix.map_apply,
      Complex.re_sum, Finset.mul_sum, Complex.ofReal_re, ← Finset.sum_add_distrib]
    refine Finset.sum_congr rfl fun i _ => Finset.sum_congr rfl fun j _ => ?_
    simp [Complex.mul_re, Complex.mul_im]
  · -- the imaginary part is antisymmetric under exchange of the two indices
    have key : ∑ i, ∑ j, A i j * ((v i).re * (v j).im) =
        ∑ i, ∑ j, A i j * ((v i).im * (v j).re) := by
      rw [Finset.sum_comm]
      refine Finset.sum_congr rfl fun i _ => Finset.sum_congr rfl fun j _ => ?_
      rw [hs i j]
      ring
    have expand : (star v ⬝ᵥ (A.map Complex.ofReal *ᵥ v)).im =
        ∑ i, ∑ j, (A i j * ((v i).re * (v j).im) - A i j * ((v i).im * (v j).re)) := by
      simp only [Matrix.mulVec, dotProduct, Pi.star_apply, Matrix.map_apply,
        Complex.im_sum, Finset.mul_sum]
      refine Finset.sum_congr rfl fun i _ => Finset.sum_congr rfl fun j _ => ?_
      simp [Complex.mul_re, Complex.mul_im]
      ring
    rw [expand, Complex.ofReal_im]
    simp only [Finset.sum_sub_distrib]
    rw [key, sub_self]

/-- A positive semidefinite matrix has a nonnegative quadratic form on every complex
displacement. -/
theorem quadForm_nonneg {A : Matrix n n ℝ} (hA : A.PosSemidef) (v : n → ℂ) :
    0 ≤ quadForm A v := by
  have h1 := hA.dotProduct_mulVec_nonneg (fun i => (v i).re)
  have h2 := hA.dotProduct_mulVec_nonneg (fun i => (v i).im)
  rw [star_trivial] at h1 h2
  exact add_nonneg h1 h2

/-- A positive definite matrix has a positive quadratic form on every nonzero complex
displacement. -/
theorem quadForm_pos {A : Matrix n n ℝ} (hA : A.PosDef) {v : n → ℂ} (hv : v ≠ 0) :
    0 < quadForm A v := by
  have h1 := hA.posSemidef.dotProduct_mulVec_nonneg (fun i => (v i).re)
  have h2 := hA.posSemidef.dotProduct_mulVec_nonneg (fun i => (v i).im)
  rw [star_trivial] at h1 h2
  by_cases hx : (fun i => (v i).re) = 0
  · have hy : (fun i => (v i).im) ≠ 0 := fun hy =>
      hv (funext fun i => Complex.ext (congrFun hx i) (congrFun hy i))
    have h3 := hA.dotProduct_mulVec_pos hy
    rw [star_trivial] at h3
    exact add_pos_of_nonneg_of_pos h1 h3
  · have h3 := hA.dotProduct_mulVec_pos hx
    rw [star_trivial] at h3
    exact add_pos_of_pos_of_nonneg h3 h2

/-- For symmetric `M`, `G` and `K`, projecting the equation of free motion on its own solution `v`
gives the real and imaginary parts of `k - z² m - i z g = 0`, where `m`, `g`, `k` are the quadratic
forms on `v`. -/
theorem projected_equation {M G K : Matrix n n ℝ} (hM : M.IsHermitian) (hG : G.IsHermitian)
    (hK : K.IsHermitian) {z : ℂ} {v : n → ℂ} (h : dynamicMatrix M G K z *ᵥ v = 0) :
    quadForm K v - (z.re ^ 2 - z.im ^ 2) * quadForm M v + z.im * quadForm G v = 0 ∧
      z.re * (2 * z.im * quadForm M v + quadForm G v) = 0 := by
  have h1 : star v ⬝ᵥ (dynamicMatrix M G K z *ᵥ v) = 0 := by rw [h, dotProduct_zero]
  simp only [dynamicMatrix, Matrix.sub_mulVec, Matrix.smul_mulVec, dotProduct_sub,
    dotProduct_smul, star_dotProduct_eq_quadForm hM, star_dotProduct_eq_quadForm hG,
    star_dotProduct_eq_quadForm hK, smul_eq_mul] at h1
  have hre := congrArg Complex.re h1
  have him := congrArg Complex.im h1
  simp only [pow_two, Complex.sub_re, Complex.sub_im, Complex.mul_re, Complex.mul_im,
    Complex.ofReal_re, Complex.ofReal_im, Complex.I_re, Complex.I_im, Complex.zero_re,
    Complex.zero_im] at hre him
  constructor
  · linear_combination hre
  · linear_combination -him

variable [DecidableEq n]

/-- The determinant of the dynamic matrix at `-conj z` is the complex conjugate of its
value at `z`. -/
theorem det_neg_conj (M G K : Matrix n n ℝ) (z : ℂ) :
    (dynamicMatrix M G K (-conj z)).det = conj (dynamicMatrix M G K z).det := by
  have h : dynamicMatrix M G K (-conj z) =
      (starRingEnd ℂ).mapMatrix (dynamicMatrix M G K z) := by
    ext i j
    simp [dynamicMatrix]
  rw [h, ← RingHom.map_det]

/-- With positive definite damping and stiffness and positive semidefinite mass, every root
`z` of the secular determinant lies strictly below the real axis, and `-conj z` is a root too. -/
theorem roots_in_lower_half_plane {M G K : Matrix n n ℝ} (hM : M.PosSemidef) (hG : G.PosDef)
    (hK : K.PosDef) {z : ℂ} (hz : (dynamicMatrix M G K z).det = 0) :
    z.im < 0 ∧ (dynamicMatrix M G K (-conj z)).det = 0 := by
  refine ⟨?_, by rw [det_neg_conj, hz, map_zero]⟩
  obtain ⟨v, hv, h⟩ := Matrix.exists_mulVec_eq_zero_iff.mpr hz
  obtain ⟨hre, him⟩ := projected_equation hM.isHermitian hG.isHermitian hK.isHermitian h
  have m0 := quadForm_nonneg hM v
  have g0 := quadForm_pos hG hv
  have k0 := quadForm_pos hK hv
  by_contra hb
  have b0 : 0 ≤ z.im := not_lt.mp hb
  have bm := mul_nonneg b0 m0
  rcases mul_eq_zero.mp him with ha | ha
  · -- purely imaginary frequency: a sum of nonnegative terms and `k > 0` would vanish
    rw [ha] at hre
    have bbm := mul_nonneg b0 bm
    have bg := mul_nonneg b0 g0.le
    nlinarith
  · nlinarith

/-- If the mass matrix `M` is positive definite, the stiffness matrix `K` is symmetric and `G - γ M`
is positive semidefinite, every root with nonzero real part has imaginary part at most `-γ / 2`. -/
theorem oscillating_root_decay {M G K : Matrix n n ℝ} {γ : ℝ} (hM : M.PosDef)
    (hGM : (G - γ • M).PosSemidef) (hK : K.IsHermitian) {z : ℂ}
    (hz : (dynamicMatrix M G K z).det = 0) (hosc : z.re ≠ 0) : z.im ≤ -γ / 2 := by
  have hG : G.IsHermitian := Matrix.IsHermitian.ext fun i j => by
    have h1 := hGM.isHermitian.apply i j
    have h2 := hM.isHermitian.apply i j
    simp only [star_trivial, Matrix.sub_apply, Matrix.smul_apply, smul_eq_mul] at h1 h2 ⊢
    rw [h2] at h1
    linarith
  obtain ⟨v, hv, h⟩ := Matrix.exists_mulVec_eq_zero_iff.mpr hz
  have him := (projected_equation hM.isHermitian hG hK h).2
  have hb := (mul_eq_zero.mp him).resolve_left hosc
  have m0 := quadForm_pos hM hv
  have hg : quadForm (G - γ • M) v = quadForm G v - γ * quadForm M v := by
    simp only [quadForm, Matrix.sub_mulVec, Matrix.smul_mulVec, dotProduct_sub,
      dotProduct_smul, smul_eq_mul]
    ring
  have g0 := quadForm_nonneg hGM v
  rw [hg] at g0
  by_contra hlt
  have hpos : 0 < 2 * z.im + γ := by linarith [not_le.mp hlt]
  nlinarith [mul_pos hpos m0]

/-- A normal mode of real frequency `w` on which the damping matrix vanishes gives a root of
the secular determinant on the real axis. -/
theorem undamped_mode_real_root {M G K : Matrix n n ℝ} {w : ℝ} {v : n → ℝ} (hv : v ≠ 0)
    (hmode : K *ᵥ v = w ^ 2 • (M *ᵥ v)) (hG : G *ᵥ v = 0) :
    (dynamicMatrix M G K (w : ℂ)).det = 0 := by
  have cast : ∀ A : Matrix n n ℝ, A.map Complex.ofReal *ᵥ (fun i => (v i : ℂ)) =
      fun i => (((A *ᵥ v) i : ℝ) : ℂ) := fun A => by
    ext i
    simp [Matrix.mulVec, dotProduct]
  refine Matrix.exists_mulVec_eq_zero_iff.mp ⟨fun i => (v i : ℂ), ?_, ?_⟩
  · intro h
    exact hv (funext fun i => Complex.ofReal_eq_zero.mp (congrFun h i))
  · simp only [dynamicMatrix, Matrix.sub_mulVec, Matrix.smul_mulVec, cast, hmode, hG]
    ext i
    simp

/-- A determinant is complex differentiable wherever all matrix entries are. -/
theorem differentiableAt_det {A : ℂ → Matrix n n ℂ} {z : ℂ}
    (h : ∀ i j, DifferentiableAt ℂ (fun w => A w i j) z) :
    DifferentiableAt ℂ (fun w => (A w).det) z := by
  simp only [Matrix.det_apply']
  refine DifferentiableAt.fun_sum fun σ _ => (differentiableAt_const _).fun_mul ?_
  induction (Finset.univ : Finset n) using Finset.induction_on with
  | empty => simp
  | insert a s ha ih =>
    simp only [Finset.prod_insert ha]
    exact (h _ _).fun_mul ih

/-- With positive definite damping and stiffness and positive semidefinite mass, the dynamic matrix
is invertible in the closed upper half plane, and every entry of its inverse, the response matrix,
is complex differentiable. -/
theorem response_causal {M G K : Matrix n n ℝ} (hM : M.PosSemidef) (hG : G.PosDef)
    (hK : K.PosDef) {z : ℂ} (hz : 0 ≤ z.im) :
    IsUnit (dynamicMatrix M G K z) ∧
      ∀ i j, DifferentiableAt ℂ (fun w => (dynamicMatrix M G K w)⁻¹ i j) z := by
  have hne : (dynamicMatrix M G K z).det ≠ 0 := fun h =>
    not_lt_of_ge hz (roots_in_lower_half_plane hM hG hK h).1
  refine ⟨(Matrix.isUnit_iff_isUnit_det _).mpr (isUnit_iff_ne_zero.mpr hne), fun i j => ?_⟩
  have hD : ∀ k l, DifferentiableAt ℂ (fun w => dynamicMatrix M G K w k l) z := fun k l => by
    simp only [dynamicMatrix, Matrix.sub_apply, Matrix.smul_apply, Matrix.map_apply, smul_eq_mul]
    fun_prop
  -- Cramer's rule: the inverse is a cofactor divided by the determinant
  have hadj : DifferentiableAt ℂ (fun w => (dynamicMatrix M G K w).adjugate i j) z := by
    simp only [Matrix.adjugate_apply]
    refine differentiableAt_det fun k l => ?_
    by_cases hk : k = j
    · simp only [Matrix.updateRow_apply, if_pos hk]
      exact differentiableAt_const _
    · simp only [Matrix.updateRow_apply, if_neg hk]
      exact hD k l
  have hinv : (fun w => (dynamicMatrix M G K w)⁻¹ i j) =
      fun w => (dynamicMatrix M G K w).adjugate i j / (dynamicMatrix M G K w).det := by
    funext w
    rw [Matrix.inv_def, Matrix.smul_apply, Ring.inverse_eq_inv', smul_eq_mul, div_eq_mul_inv,
      mul_comm]
  rw [hinv]
  exact hadj.fun_div (differentiableAt_det hD) hne

end

end DampedOscillators
```

```lean
#print axioms DampedOscillators.roots_in_lower_half_plane
-- 'DampedOscillators.roots_in_lower_half_plane' depends on axioms: [propext, Classical.choice, Quot.sound]
#print axioms DampedOscillators.oscillating_root_decay
-- 'DampedOscillators.oscillating_root_decay' depends on axioms: [propext, Classical.choice, Quot.sound]
#print axioms DampedOscillators.undamped_mode_real_root
-- 'DampedOscillators.undamped_mode_real_root' depends on axioms: [propext, Classical.choice, Quot.sound]
#print axioms DampedOscillators.response_causal
-- 'DampedOscillators.response_causal' depends on axioms: [propext, Classical.choice, Quot.sound]
```

## How the Lean statements and lemmas match the calculation

The finite type `n` labels the coordinates. `dynamicMatrix M G K z` is $D(z)$, with the real matrices converted entrywise to complex ones, and `quadForm A v` is $x\cdot Ax+y\cdot Ay$. `PosDef` and `PosSemidef` include symmetry, which for real matrices is `IsHermitian`.

`star_dotProduct_eq_quadForm` proves the first identity of the derivation; exchanging the two summation indices cancels the imaginary part. `quadForm_nonneg` and `quadForm_pos` supply the signs of $m,g,k$. `projected_equation` takes real and imaginary parts of the projected equation, and `linear_combination` puts them in the form shown above.

`roots_in_lower_half_plane` obtains $v$ from `Matrix.exists_mulVec_eq_zero_iff`, assumes $b\ge0$ and splits on $a=0$; `nlinarith` finds the contradiction in each case. The mirror root comes from `det_neg_conj`. `oscillating_root_decay` first recovers the symmetry of $G$ from that of $G-\gamma M$ and $M$, then follows the bound above. `undamped_mode_real_root` exhibits the real mode as a null vector.

`differentiableAt_det` expands the determinant over permutations and treats each product by induction. `response_causal` applies it to the determinant and to the cofactors. Its `IsUnit` part ensures that `⁻¹` at $z$ is a true inverse.

## Causality in the frequency domain, and systems left out

`response_causal` is a statement about analyticity. That the time-domain response vanishes before the force acts, or that Kramers–Kronig relations hold, needs further arguments about large $|z|$ and the Fourier transform.

The hypotheses of `roots_in_lower_half_plane` and `response_causal` exclude free translations, for which $K$ is singular and $z=0$ is a root, as well as antisymmetric velocity coupling from a magnetic field or rotation, and damping with memory. The bound $-\gamma/2$ does not apply to purely imaginary roots: a strongly overdamped coordinate can relax much more slowly. The theorems concern exact matrices, so rounding error in a computed spectrum needs its own tolerance.
